# A joint lower bound on nearest- and next-nearest-neighbour correlations in a periodic chain of classical unit spins

Take classical spins S(i), real three-component vectors of unit length, that repeat after N sites. The theorem states that for every real a, the sum of N(2 + a²), 4a times the sum of S(i)·S(i+1) over one period, and twice the sum of S(i)·S(i+2) over one period is at least zero. The proof starts at each site from the fact that the squared length of S(i) + a S(i+1) + S(i+2) cannot be negative, and adds these inequalities over a period. This gives two nearest-neighbour sums, one shifted by a site from the other, which periodicity shows to be equal.

This version doesn't compile in Lean 4 with Mathlib:

```lean
import Mathlib

open Finset

namespace CorrelationInequality

noncomputable section

/-- For unit spins of period `N`, the squared lengths of `S(i) + a S(i+1) + S(i+2)` bound
the first- and second-neighbour correlations jointly. -/
theorem correlation_inequality {S : ℕ → Fin 3 → ℝ} (hS : ∀ i, S i ⬝ᵥ S i = 1) {N : ℕ}
    (hper : ∀ i, S (i + N) = S i) (a : ℝ) :
    0 ≤ N * (2 + a ^ 2) + 4 * a * ∑ i ∈ range N, S i ⬝ᵥ S (i + 1)
      + 2 * ∑ i ∈ range N, S i ⬝ᵥ S (i + 2) := by
  have hloc : ∀ i ∈ range N, 0 ≤ (2 + a ^ 2)
      + 2 * a * (S i ⬝ᵥ S (i + 1) + S (i + 1) ⬝ᵥ S (i + 2)) + 2 * (S i ⬝ᵥ S (i + 2)) := by
    intro i _
    have hu := hS i
    have hv : a ^ 2 * (S (i + 1) ⬝ᵥ S (i + 1)) = a ^ 2 := by rw [hS, mul_one]
    have hw := hS (i + 2)
    simp only [dotProduct, Fin.sum_univ_three] at hu hv hw ⊢
    nlinarith [sq_nonneg (S i 0 + a * S (i + 1) 0 + S (i + 2) 0),
      sq_nonneg (S i 1 + a * S (i + 1) 1 + S (i + 2) 1),
      sq_nonneg (S i 2 + a * S (i + 1) 2 + S (i + 2) 2)]
  -- periodicity lets the bond sum be shifted by one site
  have h1 : ∑ i ∈ range (N + 1), S i ⬝ᵥ S (i + 1)
      = ∑ i ∈ range N, S i ⬝ᵥ S (i + 1) + S N ⬝ᵥ S (N + 1) :=
    Finset.sum_range_succ (fun i => S i ⬝ᵥ S (i + 1)) N
  have h2 : ∑ i ∈ range (N + 1), S i ⬝ᵥ S (i + 1)
      = ∑ i ∈ range N, S (i + 1) ⬝ᵥ S (i + 2) + S 0 ⬝ᵥ S 1 :=
    Finset.sum_range_succ' (fun i => S i ⬝ᵥ S (i + 1)) N
  have hN : S N = S 0 := by simpa using hper 0
  have hN1 : S (N + 1) = S 1 := by simpa [add_comm] using hper 1
  rw [hN, hN1] at h1
  have h := Finset.sum_nonneg hloc
  rw [Finset.sum_add_distrib, Finset.sum_add_distrib, ← Finset.mul_sum, ← Finset.mul_sum,
    Finset.sum_add_distrib, Finset.sum_const, Finset.card_range, nsmul_eq_mul] at h
  have h3 : ∑ i ∈ range N, S (i + 1) ⬝ᵥ S (i + 2)
      = ∑ i ∈ range N, S i ⬝ᵥ S (i + 1) := by linarith
  rw [h3] at h
  linarith

end

end CorrelationInequality
```

The compiler's answer:

```
Main.lean:40:6: error: Tactic `rewrite` failed: Did not find an occurrence of the pattern
  ∑ i ∈ range N, S (i + 1) ⬝ᵥ S (i + 2)
in the target expression
  0 ≤
    ↑N * 2 + ∑ x ∈ range N, a ^ 2 + 2 * a * ∑ i ∈ range N, (S i ⬝ᵥ S (i + 1) + S (i + 1) ⬝ᵥ S (i + 2)) +
      2 * ∑ i ∈ range N, S i ⬝ᵥ S (i + 2)

S : ℕ → Fin 3 → ℝ
hS : ∀ (i : ℕ), S i ⬝ᵥ S i = 1
N : ℕ
hper : ∀ (i : ℕ), S (i + N) = S i
a : ℝ
hloc : ∀ i ∈ range N, 0 ≤ 2 + a ^ 2 + 2 * a * (S i ⬝ᵥ S (i + 1) + S (i + 1) ⬝ᵥ S (i + 2)) + 2 * S i ⬝ᵥ S (i + 2)
h1 : ∑ i ∈ range (N + 1), S i ⬝ᵥ S (i + 1) = ∑ i ∈ range N, S i ⬝ᵥ S (i + 1) + S 0 ⬝ᵥ S 1
h2 : ∑ i ∈ range (N + 1), S i ⬝ᵥ S (i + 1) = ∑ i ∈ range N, S (i + 1) ⬝ᵥ S (i + 2) + S 0 ⬝ᵥ S 1
hN : S N = S 0
hN1 : S (N + 1) = S 1
h :
  0 ≤
    ↑N * 2 + ∑ x ∈ range N, a ^ 2 + 2 * a * ∑ i ∈ range N, (S i ⬝ᵥ S (i + 1) + S (i + 1) ⬝ᵥ S (i + 2)) +
      2 * ∑ i ∈ range N, S i ⬝ᵥ S (i + 2)
h3 : ∑ i ∈ range N, S (i + 1) ⬝ᵥ S (i + 2) = ∑ i ∈ range N, S i ⬝ᵥ S (i + 1)
⊢ 0 ≤ ↑N * (2 + a ^ 2) + 4 * a * ∑ i ∈ range N, S i ⬝ᵥ S (i + 1) + 2 * ∑ i ∈ range N, S i ⬝ᵥ S (i + 2)
```

The message says that `rw [h3] at h` found no sum of `S (i + 1) ⬝ᵥ S (i + 2)` standing alone in `h`. There that product is still inside a single sum, added to `S i ⬝ᵥ S (i + 1)`.

The third `Finset.sum_add_distrib` in the earlier `rw` was needed to split that sum. But `rw` fixes its pattern at the first match, and the first sum of an addition in `h` was that of the constant `2 + a ^ 2`. So the constant was split instead, and `Finset.sum_const` then evaluated only the part with `2`, which is why `∑ x ∈ range N, a ^ 2` is also left over in the message.

The repair gives the same lemmas to `simp only`, which applies them wherever they fit, as often as they fit. Both sums are now split and both constants evaluated, so `h3` finds its left-hand side and the closing `linarith` has only matching terms to compare.

As a diff, the version that Lean accepts:

```diff
@@ -34,6 +34,6 @@
   rw [hN, hN1] at h1
   have h := Finset.sum_nonneg hloc
-  rw [Finset.sum_add_distrib, Finset.sum_add_distrib, ← Finset.mul_sum, ← Finset.mul_sum,
-    Finset.sum_add_distrib, Finset.sum_const, Finset.card_range, nsmul_eq_mul] at h
+  simp only [Finset.sum_add_distrib, ← Finset.mul_sum, Finset.sum_const, Finset.card_range,
+    nsmul_eq_mul] at h
   have h3 : ∑ i ∈ range N, S (i + 1) ⬝ᵥ S (i + 2)
       = ∑ i ∈ range N, S i ⬝ᵥ S (i + 1) := by linarith
```
